# Two ligand arrangements on finitely many sites have the same composition exactly when a permutation of the sites relates them

An arrangement of ligands on a finite set of sites `X` is a function from `X` to the set `L` of ligand kinds, and two arrangements `c` and `f` have the same composition when each kind occupies equally many sites in both. The theorem `sameComposition_iff` states that this holds exactly when `f = c ∘ σ` for some permutation `σ` of the sites; any permutation is allowed, not only those that come from a symmetry of a molecule. For the forward direction, the attempt chooses, for each ligand kind, a bijection from the sites it occupies in `f` to those it occupies in `c`, and glues these bijections into one permutation. For the converse, `σ` itself restricts to such a bijection for each kind, so the counts agree.

This version doesn't compile in Lean 4 with Mathlib:

```lean
import Mathlib

open Finset

namespace SameCompositionIff

variable {X L : Type*}

/-- Two ligand arrangements on finitely many sites have the same composition when each kind of
ligand occupies equally many sites in both. -/
def SameComposition (c f : X → L) : Prop :=
  ∀ l, Nat.card {x // f x = l} = Nat.card {x // c x = l}

/-- On finitely many sites, the arrangements with the composition of `c` are exactly those
obtained from `c` by permuting the sites. -/
theorem sameComposition_iff [Finite X] (c f : X → L) :
    SameComposition c f ↔ ∃ σ : Equiv.Perm X, f = c ∘ σ := by
  constructor
  · intro h
    -- match the sites ligand by ligand
    let e : ∀ l, {x // f x = l} ≃ {x // c x = l} := fun l => Finite.equivOfCardEq (h l)
    exact ⟨Equiv.ofFiberEquiv e, funext fun x => (Equiv.ofFiberEquiv_map e x).symm⟩
  · rintro ⟨σ, rfl⟩ l
    exact Nat.card_congr (σ.subtypeEquiv fun _ => Iff.rfl)

end SameCompositionIff
```

Lean reports:

```
Main.lean:21:61: error(lean.unknownIdentifier): Unknown constant `Finite.equivOfCardEq`
```

Diagnosis. The only error is `Unknown constant`: the file calls `Finite.equivOfCardEq`, and no declaration of that name exists in the Mathlib it imports. The call was meant to turn `h l`, the equality of the two site counts for ligand `l`, into a bijection between the two sets of sites.

The repair builds that bijection in two steps with `Finite.equivFinOfCardEq`, which takes a proof that a finite type has cardinality `n` and gives an equivalence with `Fin n`. Applied to `h l`, it sends the sites holding `l` in `f` to `Fin n`, where `n` is the number of sites holding `l` in `c`. Applied to `rfl`, it sends the sites holding `l` in `c` to the same `Fin n`. Reversing the second equivalence with `.symm` and joining it to the first with `.trans` gives the type declared for `e`, so the rest of the proof stands unchanged. The line break after `fun l =>` is only layout.

Fix (accepted with no message):

```diff
@@ -19,5 +19,6 @@
   · intro h
     -- match the sites ligand by ligand
-    let e : ∀ l, {x // f x = l} ≃ {x // c x = l} := fun l => Finite.equivOfCardEq (h l)
+    let e : ∀ l, {x // f x = l} ≃ {x // c x = l} := fun l =>
+      (Finite.equivFinOfCardEq (h l)).trans (Finite.equivFinOfCardEq rfl).symm
     exact ⟨Equiv.ofFiberEquiv e, funext fun x => (Equiv.ofFiberEquiv_map e x).symm⟩
   · rintro ⟨σ, rfl⟩ l
```
